# With one stiffness and one linear Jahn–Teller coupling, every real electronic state has the same relaxation energy

An ion in a highly symmetric site can have a degenerate electronic level. When the surrounding atoms move, the level can split, and the occupied state can gain more electronic energy than the distortion costs elastically. If the electron occupies a particular combination of the degenerate orbitals, which distortion does it favour, how much energy does it gain, and does the gain depend on the combination?

Take $n$ degenerate real orbitals and describe the occupied state by a real column vector $u\in\mathbb{R}^n$ with $\langle u,u\rangle=1$. Describe the distortion by a real symmetric traceless $n\times n$ matrix $Q$. The trace is left out because a multiple of the identity shifts all the levels together and splits nothing. Let $k>0$ be the stiffness shared by all distortion modes, and let the real number $V$ be the strength of their common linear coupling to the electrons. The energy is

$$E(u,Q)=\frac{k}{2}\operatorname{tr}(Q^2)-V\langle u,Qu\rangle .$$

With $I$ the identity matrix, the result is

$$E(u,Q)\ \ge\ -\frac{V^2}{2k}\Bigl(1-\frac1n\Bigr),\qquad\text{with equality exactly when}\quad Q=Q_0:=\frac Vk\Bigl(uu^{T}-\frac1n I\Bigr).$$

The right-hand side of the bound does not contain $u$. For $V\neq0$ the optimal distortions therefore form a trough of constant energy, with one point for each electronic state up to sign.

## Relaxing the distortion in one step

In a simulation of this linear model, with classical distortions and one electron in a finite real multiplet, the result replaces a numerical relaxation of $Q$ at fixed $u$ by a formula. It also gives an exact reference value for a general optimiser.

A common scheme alternates two steps: diagonalise $-VQ$ and take its lowest eigenvector as $u$, then relax $Q$ for that $u$. For $V\neq0$ the second step is the assignment $Q\leftarrow Q_0$. The loop then stops, because $u$ is already the lowest eigenvector of $-VQ_0$: its eigenvalue is $-(V^2/k)(1-1/n)$, while for $n\ge2$ all the others equal $V^2/(kn)$. The vertical gap is $V^2/k$, which is a second number to compare with the output.

The derivation below also gives the error of an unfinished relaxation. At fixed $u$, the energy above the minimum is $(k/2)\operatorname{tr}((Q-Q_0)^2)$, so an energy tolerance $\varepsilon$ allows a Frobenius-norm error of up to $\sqrt{2\varepsilon/k}$ in the distortion.

Three details matter in an implementation:

- **Mode normalisation.** The trace counts each off-diagonal entry twice. The elastic term becomes $\frac k2\sum_a q_a^2$ if $Q=\sum_a q_aB_a$ with symmetric traceless basis matrices that satisfy $\operatorname{tr}(B_aB_b)=\delta_{ab}$.
- **Symmetry of $Q$.** If rounding or a faulty update gives $Q$ an antisymmetric part, that part contributes negatively to $\operatorname{tr}(Q^2)$, and the computed energy can fall below the bound.
- **Comparing runs.** Optimisers started from different points may end at different places on the trough. Their energies should agree, but their distortions need not.

## Completing the square

Write $P=uu^T$, so that $P_{ij}=u_iu_j$. Since $u$ is a unit vector, $n\ge1$ and

$$\operatorname{tr}P=\sum_i u_i^2=1,\qquad P^2=u\,(u^Tu)\,u^T=P,\qquad \operatorname{tr}(P^2)=1.$$

The coupling term is also a trace:

$$\operatorname{tr}(QP)=\sum_{i,j}Q_{ij}u_ju_i=\langle u,Qu\rangle .$$

The candidate $Q_0=(V/k)(P-I/n)$ is symmetric, and its trace is $(V/k)(1-n/n)=0$, so it is an allowed distortion. Because $\operatorname{tr}Q=0$,

$$\operatorname{tr}(QQ_0)=\frac Vk\Bigl(\langle u,Qu\rangle-\frac1n\operatorname{tr}Q\Bigr)=\frac Vk\langle u,Qu\rangle ,$$

and

$$\operatorname{tr}(Q_0^2)=\frac{V^2}{k^2}\Bigl(1-\frac2n+\frac{n}{n^2}\Bigr)=\frac{V^2}{k^2}\Bigl(1-\frac1n\Bigr).$$

Now expand the square, using $\operatorname{tr}(QQ_0)=\operatorname{tr}(Q_0Q)$:

$$\frac k2\operatorname{tr}\bigl((Q-Q_0)^2\bigr)=\frac k2\operatorname{tr}(Q^2)-V\langle u,Qu\rangle+\frac{V^2}{2k}\Bigl(1-\frac1n\Bigr).$$

The first two terms on the right are $E(u,Q)$, hence

$$E(u,Q)=-\frac{V^2}{2k}\Bigl(1-\frac1n\Bigr)+\frac k2\operatorname{tr}\bigl((Q-Q_0)^2\bigr).$$

The matrix $D=Q-Q_0$ is symmetric, so $\operatorname{tr}(D^2)=\sum_{i,j}D_{ij}D_{ji}=\sum_{i,j}D_{ij}^2$. This sum is nonnegative and vanishes only if every entry of $D$ is zero. Since $k>0$, both the bound and the equality condition follow.

For any vector $v$, the optimal distortion acts as

$$Q_0v=\frac Vk\Bigl(\langle u,v\rangle u-\frac1n v\Bigr).$$

Thus it multiplies $u$ by $(V/k)(1-1/n)$ and every vector orthogonal to $u$ by $-V/(kn)$.

Finally, suppose that $V\ne0$ and that $u$ and $v$ give the same $Q_0$. Let both expressions for it act on $u$. After division by $V/k$ and cancellation of the terms $-u/n$, what remains is $u=cv$ with $c=\langle v,u\rangle$. The inner product with $u$ gives $1=c^2$, so $v=\pm u$. Conversely, $u$ and $-u$ have the same $uu^T$ and therefore the same distortion. The trough is the unit sphere with opposite points identified.

## Two orbitals, and one

For $n=2$, write $u=(\cos\theta,\sin\theta)$ and let $Q$ have rows $(a,b)$ and $(b,-a)$. Then

$$E=k(a^2+b^2)-V(a\cos2\theta+b\sin2\theta),$$

with its minimum $-V^2/(4k)$ at $(a,b)=\frac{V}{2k}(\cos2\theta,\sin2\theta)$. For $V\neq0$ this is the circular trough of the linear $E\otimes e$ model. When $\theta$ increases by $\pi$, the distortion goes once round the circle and $u$ returns as $-u$.

For $n=1$ the only traceless matrix is $Q=0$, and the bound is $0$: a single orbital has no degeneracy to lift.

## The Lean file

```lean
import Mathlib

open Matrix

namespace JahnTellerEqualCouplingTrough

noncomputable section

variable {n : ℕ}

/-- Energy of the electronic state `u` at the distortion `Q`: elastic energy with a single
stiffness `k`, plus linear vibronic coupling of strength `V`. -/
def energy (k V : ℝ) (u : Fin n → ℝ) (Q : Matrix (Fin n) (Fin n) ℝ) : ℝ :=
  k * (Q * Q).trace / 2 - V * (u ⬝ᵥ Q *ᵥ u)

/-- The distortion `(V/k)(u uᵀ - 1/n)` attached to the electronic state `u`,
for `k ≠ 0` and `n ≥ 1`. -/
def troughPoint (k V : ℝ) (u : Fin n → ℝ) : Matrix (Fin n) (Fin n) ℝ :=
  (V / k) • (vecMulVec u u - (1 / (n : ℝ)) • (1 : Matrix (Fin n) (Fin n) ℝ))

/-- For a symmetric distortion `D`, the trace of `D²` is nonnegative, and it vanishes only
for the undistorted geometry. -/
theorem trace_sq_nonneg_and_eq_zero_iff {D : Matrix (Fin n) (Fin n) ℝ} (hD : D.IsSymm) :
    0 ≤ (D * D).trace ∧ ((D * D).trace = 0 ↔ D = 0) := by
  -- the trace is the sum of the squares of all entries
  have hs : (D * D).trace = ∑ i, ∑ j, D i j ^ 2 := by
    simp only [Matrix.trace, Matrix.diag_apply, Matrix.mul_apply]
    refine Finset.sum_congr rfl fun i _ => Finset.sum_congr rfl fun j _ => ?_
    rw [hD.apply i j, sq]
  have h0 : ∀ i ∈ Finset.univ, 0 ≤ ∑ j, D i j ^ 2 :=
    fun i _ => Finset.sum_nonneg fun j _ => sq_nonneg (D i j)
  refine ⟨hs ▸ Finset.sum_nonneg h0, fun h => ?_, fun h => by simp [h]⟩
  rw [hs] at h
  ext i j
  have h1 := (Finset.sum_eq_zero_iff_of_nonneg h0).mp h i (Finset.mem_univ i)
  have h2 := (Finset.sum_eq_zero_iff_of_nonneg
    (fun j _ => sq_nonneg (D i j))).mp h1 j (Finset.mem_univ j)
  simpa using h2

/-- For any real vector `u`, the quadratic form `u ⬝ᵥ Q *ᵥ u` is the trace of `Q` times `u uᵀ`. -/
theorem trace_mul_projector (Q : Matrix (Fin n) (Fin n) ℝ) (u : Fin n → ℝ) :
    (Q * vecMulVec u u).trace = u ⬝ᵥ Q *ᵥ u := by
  simp only [Matrix.trace, Matrix.diag_apply, Matrix.mul_apply, vecMulVec_apply, dotProduct,
    mulVec, Finset.mul_sum]
  refine Finset.sum_congr rfl fun i _ => Finset.sum_congr rfl fun j _ => ?_
  ring

/-- Action of the trough distortion of `u` on an arbitrary electronic state `v`. -/
theorem troughPoint_mulVec (k V : ℝ) (u v : Fin n → ℝ) :
    troughPoint k V u *ᵥ v = (V / k) • ((u ⬝ᵥ v) • u - (1 / (n : ℝ)) • v) := by
  have hP : vecMulVec u u *ᵥ v = (u ⬝ᵥ v) • u := by
    ext i
    simp only [mulVec, dotProduct, vecMulVec_apply, Pi.smul_apply, smul_eq_mul, Finset.sum_mul]
    refine Finset.sum_congr rfl fun j _ => ?_
    ring
  rw [troughPoint, Matrix.smul_mulVec, Matrix.sub_mulVec, Matrix.smul_mulVec,
    Matrix.one_mulVec, hP]

/-- The trough distortion of a normalised state is symmetric and traceless. -/
theorem troughPoint_symm_traceless (k V : ℝ) {u : Fin n → ℝ} (hu : u ⬝ᵥ u = 1) :
    (troughPoint k V u).IsSymm ∧ (troughPoint k V u).trace = 0 := by
  have hn : n ≠ 0 := by
    rintro rfl
    simp [dotProduct] at hu
  have hn' : (n : ℝ) ≠ 0 := Nat.cast_ne_zero.mpr hn
  have hP : (vecMulVec u u)ᵀ = vecMulVec u u := by
    ext i j
    simp only [transpose_apply, vecMulVec_apply]
    ring
  have ht : (vecMulVec u u).trace = 1 := hu
  constructor
  · rw [Matrix.IsSymm, troughPoint, transpose_smul, transpose_sub, transpose_smul,
      transpose_one, hP]
  · rw [troughPoint, trace_smul, trace_sub, trace_smul, trace_one, ht, Fintype.card_fin,
      smul_eq_mul, smul_eq_mul, one_div_mul_cancel hn', sub_self, mul_zero]

/-- Completing the square: for `k ≠ 0`, a normalised state `u` and a traceless distortion, the
energy is a constant plus the elastic energy of the displacement from the trough point. -/
theorem energy_eq_add_sq {k : ℝ} (hk : k ≠ 0) (V : ℝ) {u : Fin n → ℝ} (hu : u ⬝ᵥ u = 1)
    {Q : Matrix (Fin n) (Fin n) ℝ} (hQ : Q.trace = 0) :
    energy k V u Q = -V ^ 2 * (1 - 1 / (n : ℝ)) / (2 * k)
      + k / 2 * ((Q - troughPoint k V u) * (Q - troughPoint k V u)).trace := by
  have hn : n ≠ 0 := by
    rintro rfl
    simp [dotProduct] at hu
  have hn' : (n : ℝ) ≠ 0 := Nat.cast_ne_zero.mpr hn
  -- the traces that occur in the expanded square
  have h1 := trace_mul_projector Q u
  have h2 : (vecMulVec u u * Q).trace = u ⬝ᵥ Q *ᵥ u := by
    rw [Matrix.trace_mul_comm, h1]
  have h3 : (vecMulVec u u).trace = 1 := hu
  have h4 : (vecMulVec u u * vecMulVec u u).trace = 1 := by
    have hP : vecMulVec u u *ᵥ u = u := by
      ext i
      have : (vecMulVec u u *ᵥ u) i = u i * (u ⬝ᵥ u) := by
        simp only [mulVec, dotProduct, vecMulVec_apply, Finset.mul_sum]
        refine Finset.sum_congr rfl fun j _ => ?_
        ring
      rw [this, hu, mul_one]
    rw [trace_mul_projector, hP, hu]
  unfold energy troughPoint
  simp only [Matrix.sub_mul, Matrix.mul_sub, Matrix.smul_mul, Matrix.mul_smul, Matrix.one_mul,
    Matrix.mul_one, trace_sub, trace_smul, trace_one, Fintype.card_fin, smul_eq_mul,
    h1, h2, h3, h4, hQ]
  field_simp
  ring

/-- Equal-coupling trough: for `k > 0`, over symmetric traceless distortions the energy of a
normalised state `u` is at least `-V²(1 - 1/n)/(2k)`, with equality exactly at the trough point of
`u`. -/
theorem equal_coupling_trough {k : ℝ} (hk : 0 < k) (V : ℝ) {u : Fin n → ℝ} (hu : u ⬝ᵥ u = 1)
    {Q : Matrix (Fin n) (Fin n) ℝ} (hQ : Q.IsSymm) (htr : Q.trace = 0) :
    -V ^ 2 * (1 - 1 / (n : ℝ)) / (2 * k) ≤ energy k V u Q ∧
      (energy k V u Q = -V ^ 2 * (1 - 1 / (n : ℝ)) / (2 * k) ↔ Q = troughPoint k V u) := by
  obtain ⟨hpos, hzero⟩ := trace_sq_nonneg_and_eq_zero_iff
    (hQ.sub (troughPoint_symm_traceless k V hu).1)
  rw [energy_eq_add_sq hk.ne' V hu htr]
  refine ⟨le_add_of_nonneg_right (mul_nonneg (half_pos hk).le hpos), fun h => ?_, fun h => ?_⟩
  · have h0 := (mul_eq_zero.mp (add_eq_left.mp h)).resolve_left (half_pos hk).ne'
    exact sub_eq_zero.mp (hzero.mp h0)
  · rw [hzero.mpr (sub_eq_zero.mpr h), mul_zero, add_zero]

/-- The trough distortion of a normalised state `u` multiplies `u` by `(V/k)(1 - 1/n)` and every
state orthogonal to `u` by `-(V/k)/n`. -/
theorem troughPoint_spectrum (k V : ℝ) {u : Fin n → ℝ} (hu : u ⬝ᵥ u = 1) :
    troughPoint k V u *ᵥ u = (V / k * (1 - 1 / (n : ℝ))) • u ∧
      ∀ v : Fin n → ℝ, u ⬝ᵥ v = 0 →
        troughPoint k V u *ᵥ v = (-(V / k * (1 / (n : ℝ)))) • v := by
  refine ⟨?_, fun v hv => ?_⟩
  · rw [troughPoint_mulVec, hu]
    module
  · rw [troughPoint_mulVec, hv]
    module

/-- For nonzero `k` and `V`, two normalised states have the same trough distortion exactly when they
agree up to sign. -/
theorem troughPoint_eq_iff {k V : ℝ} (hk : k ≠ 0) (hV : V ≠ 0) {u v : Fin n → ℝ}
    (hu : u ⬝ᵥ u = 1) :
    troughPoint k V u = troughPoint k V v ∧ v ⬝ᵥ v = 1 ↔ v = u ∨ v = -u := by
  constructor
  · rintro ⟨h, -⟩
    -- let both distortions act on `u`
    have h1 : troughPoint k V u *ᵥ u = troughPoint k V v *ᵥ u := by rw [h]
    rw [troughPoint_mulVec, troughPoint_mulVec, hu, one_smul] at h1
    have h2 := smul_right_injective (Fin n → ℝ) (div_ne_zero hV hk) h1
    have h3 : u = (v ⬝ᵥ u) • v := sub_left_inj.mp h2
    -- the overlap of the two states squares to one
    have h4 : (v ⬝ᵥ u) * (v ⬝ᵥ u) = 1 := by
      have h5 := congrArg (fun w => u ⬝ᵥ w) h3
      simp only [dotProduct_smul, smul_eq_mul, hu] at h5
      rw [dotProduct_comm u v] at h5
      exact h5.symm
    rcases mul_self_eq_one_iff.mp h4 with hc | hc
    · rw [hc, one_smul] at h3
      exact Or.inl h3.symm
    · rw [hc, neg_smul, one_smul] at h3
      exact Or.inr (by rw [h3, neg_neg])
  · rintro (rfl | rfl)
    · exact ⟨rfl, hu⟩
    · refine ⟨?_, by rw [neg_dotProduct_neg, hu]⟩
      ext i j
      simp [troughPoint, vecMulVec_apply]

end

end JahnTellerEqualCouplingTrough
```

```lean
#print axioms JahnTellerEqualCouplingTrough.equal_coupling_trough
#print axioms JahnTellerEqualCouplingTrough.troughPoint_spectrum
#print axioms JahnTellerEqualCouplingTrough.troughPoint_eq_iff
```

```
'JahnTellerEqualCouplingTrough.equal_coupling_trough' depends on axioms: [propext, Classical.choice, Quot.sound]
'JahnTellerEqualCouplingTrough.troughPoint_spectrum' depends on axioms: [propext, Classical.choice, Quot.sound]
'JahnTellerEqualCouplingTrough.troughPoint_eq_iff' depends on axioms: [propext, Classical.choice, Quot.sound]
```

## What the Lean statements say about the model

The electronic state is a function `u : Fin n → ℝ`, that is, a list of $n$ real amplitudes, and the distortion is a real `Matrix (Fin n) (Fin n) ℝ`. The expression `u ⬝ᵥ Q *ᵥ u` is $\langle u,Qu\rangle$, and `vecMulVec u u` is $uu^T$. The definition `energy` is $E(u,Q)$, and `troughPoint` is $Q_0$.

Normalisation is the hypothesis `u ⬝ᵥ u = 1`, which also excludes $n=0$. Symmetry and tracelessness are not built into the matrix type; they enter the main theorem as `Q.IsSymm` and `Q.trace = 0`.

The theorem `equal_coupling_trough` states the bound and the equality condition for every positive stiffness, every real coupling and every such $u$ and $Q$. Together with `troughPoint_symm_traceless`, it shows that the bound is an attained minimum over the allowed distortions.

The theorem `troughPoint_spectrum` gives the two multiplication factors. In `troughPoint_eq_iff`, the left side of the equivalence says that the two distortions are equal and that `v` is normalised; the right side says `v = u ∨ v = -u`. It assumes `k ≠ 0` and `V ≠ 0`: at zero coupling all states share the undistorted geometry, and at `k = 0` Lean's convention `V / 0 = 0` makes every `troughPoint` zero.

The physical input is the form of the energy. A single $k$ means that all modes are equally stiff, and a single $V$ means that they all couple equally strongly. For a threefold orbital level in a cubic site, this sets the $e$ and $t_2$ modes equal, which symmetry does not require. What matters for the energy is the ratio $V^2/k$, taken separately for the $e$ and the $t_2$ modes: if the two ratios differ, the relaxation energy depends on $u$, and separate minima replace the continuous trough.

The model also leaves out quadratic coupling, anharmonic elasticity, nuclear kinetic energy, complex states such as those needed with spin–orbit coupling, and interactions between several electrons. The Jahn–Teller theorem concerns whether symmetry permits a linear coupling at a degenerate level; here that coupling is given from the start.

## How the proof follows the algebra

The lemma `trace_sq_nonneg_and_eq_zero_iff` treats $\operatorname{tr}(D^2)$. Its step `hs` uses symmetry to turn the trace into a double sum of squares. When that sum is zero, `Finset.sum_eq_zero_iff_of_nonneg` is applied twice, first to conclude that each row contributes zero and then that each entry does.

The lemma `trace_mul_projector` is the identity $\operatorname{tr}(QP)=\langle u,Qu\rangle$, and `troughPoint_symm_traceless` checks that $Q_0$ is an allowed distortion.

The square is completed in `energy_eq_add_sq`. The facts `h1` to `h4` supply $\operatorname{tr}(QP)$, $\operatorname{tr}(PQ)$, $\operatorname{tr}P$ and $\operatorname{tr}(P^2)$. The `simp only` call expands the product and inserts these values together with $\operatorname{tr}Q=0$; `field_simp` and `ring` then verify the remaining scalar identity. This lemma asks only for `k ≠ 0` and does not use the symmetry of $Q$.

Both the sign of $k$ and the symmetry of $Q$ enter in `equal_coupling_trough`. The proof applies the first lemma to $Q-Q_0$ and rewrites the energy as the constant plus the square. The bound holds because the added term is nonnegative. For equality, that term must vanish; since $k/2\neq0$, the trace is zero and $Q=Q_0$. The converse is substitution.

The lemma `troughPoint_mulVec` is the formula for $Q_0v$. Setting $v=u$ or $\langle u,v\rangle=0$ in it gives the two parts of `troughPoint_spectrum`. The proof of `troughPoint_eq_iff` lets both distortions act on `u`, as above: `h3` is $u=cv$ and `h4` is $c^2=1$. This direction does not use the normalisation of `v`, which already follows from the equality of the distortions.
